# In a two-band model near the X point, the lower conduction band is parabolic in |z| − q wherever xy = 0

In this model of silicon, the lower conduction band near the X point has energy z²/(2l) + (x² + y²)/(2t) − √((qz/l)² + (xy/M)²). Here ħ = 1, the wave vector (x, y, z) is measured from X, and energy is measured from the point where the two bands meet at X. The longitudinal and transverse masses are l and t, M is a mass that sets the strength of the transverse coupling xy/M, and q is the distance from X to the band's minima along the z axis.

`lowerBand_parabolic` says that where xy = 0, that is, on the planes x = 0 and y = 0, the energy is exactly −q²/(2l) + (|z| − q)²/(2l) + (x² + y²)/(2t). It assumes that q and l are positive. Physically t and M must be nonzero, but the Lean statement doesn't require this, since Lean sets division by zero to zero.

The proof notes that the transverse coupling vanishes on these planes, so the square root, which is half the band splitting, and q|z|/l have equal squares. Both are nonnegative, hence equal, and putting this into the identity `excess_energy` should give the result.

An attempt in Lean 4 with a fault in it:

```lean
import Mathlib

open Matrix

namespace SiliconXPoint

noncomputable section

/-- The band-diagonal kinetic energy with longitudinal mass `l` and transverse mass `t`;
the wave vector `(x, y, z)` is measured from the X point and ħ = 1. -/
def kinetic (l t x y z : ℝ) : ℝ := z ^ 2 / (2 * l) + (x ^ 2 + y ^ 2) / (2 * t)

/-- Half the energy splitting between the two bands. -/
def halfSplitting (q l M x y z : ℝ) : ℝ :=
  Real.sqrt (q ^ 2 * z ^ 2 / l ^ 2 + x ^ 2 * y ^ 2 / M ^ 2)

/-- The lower conduction band near the X point. -/
def lowerBand (q l t M x y z : ℝ) : ℝ := kinetic l t x y z - halfSplitting q l M x y z

/-- The squared half splitting is the sum of the squares of the linear term and the
transverse coupling. -/
theorem halfSplitting_sq (q l M x y z : ℝ) :
    halfSplitting q l M x y z ^ 2 = (q * |z| / l) ^ 2 + (|x * y| / M) ^ 2 := by
  unfold halfSplitting
  rw [Real.sq_sqrt (by positivity), div_pow, mul_pow, sq_abs, div_pow, sq_abs, mul_pow]

/-- The energy above `-q²/(2l)` is a longitudinal parabola, plus the transverse kinetic
energy less the coupling, plus the slack in the bound on the half splitting. -/
theorem excess_energy (q l t M x y z : ℝ) :
    lowerBand q l t M x y z + q ^ 2 / (2 * l) =
      (|z| - q) ^ 2 / (2 * l) + ((x ^ 2 + y ^ 2) / (2 * t) - |x * y| / M) +
        (q * |z| / l + |x * y| / M - halfSplitting q l M x y z) := by
  have h : (|z| - q) ^ 2 / (2 * l) =
      z ^ 2 / (2 * l) - q * |z| / l + q ^ 2 / (2 * l) := by
    rw [← sq_abs z]
    ring
  unfold lowerBand kinetic
  rw [h]
  ring

/-- On the planes `x = 0` and `y = 0` the lower band is exactly parabolic in `|z| - q` and
in the transverse wave vector, with masses `l` and `t`. -/
theorem lowerBand_parabolic {q l : ℝ} (hq : 0 < q) (hl : 0 < l) (t M : ℝ) {x y : ℝ}
    (hxy : x * y = 0) (z : ℝ) :
    lowerBand q l t M x y z =
      -q ^ 2 / (2 * l) + (|z| - q) ^ 2 / (2 * l) + (x ^ 2 + y ^ 2) / (2 * t) := by
  have hb : |x * y| / M = 0 := by rw [hxy, abs_zero, zero_div]
  have hs := halfSplitting_sq q l M x y z
  have he := excess_energy q l t M x y z
  rw [hb] at hs he
  have h : halfSplitting q l M x y z = q * |z| / l := by
    apply (sq_eq_sq₀ (Real.sqrt_nonneg _) (by positivity)).mp
    linear_combination hs
  rw [h] at he
  linear_combination he

end

end SiliconXPoint
```

The compiler's answer:

```
Main.lean:53:4: error: ring failed, ring expressions not equal
q l : ℝ
hq : 0 < q
hl : 0 < l
t M x y : ℝ
hxy : x * y = 0
z : ℝ
hb : |x * y| / M = 0
hs : halfSplitting q l M x y z ^ 2 = (q * |z| / l) ^ 2 + 0 ^ 2
he :
  lowerBand q l t M x y z + q ^ 2 / (2 * l) =
    (|z| - q) ^ 2 / (2 * l) + ((x ^ 2 + y ^ 2) / (2 * t) - 0) + (q * |z| / l + 0 - halfSplitting q l M x y z)
⊢ √(q ^ 2 * z ^ 2 / l ^ 2 + x ^ 2 * y ^ 2 / M ^ 2) ^ 2 - halfSplitting q l M x y z ^ 2 = 0
```

The one error comes from `linear_combination hs`, and the goal it leaves shows the trouble: the square of an explicit root minus the square of `halfSplitting q l M x y z`. These are equal by definition, but `ring`, which does the final check, does not unfold `halfSplitting` and treats the two as unrelated quantities.

The root came in through the `apply` line. `Real.sqrt_nonneg _` proves that a square root is nonnegative, so `sq_eq_sq₀` was set up for a root. Lean unfolded `halfSplitting` to match it with the goal, and the new goal was then written with the root, while `hs` still had `halfSplitting`.

In the repair, `h0` states the same nonnegativity for `halfSplitting` by name, which Lean accepts by unfolding the definition. `h2` states the equality of squares in the same terms, so `linear_combination hs` now meets the same expression on both sides and succeeds. `sq_eq_sq₀` then turns `h2` into the equality wanted. Naming the other nonnegativity fact `ha` is mere tidying.

Lean accepts the file once it reads:

```diff
@@ -50,6 +50,9 @@
   rw [hb] at hs he
   have h : halfSplitting q l M x y z = q * |z| / l := by
-    apply (sq_eq_sq₀ (Real.sqrt_nonneg _) (by positivity)).mp
-    linear_combination hs
+    have h0 : 0 ≤ halfSplitting q l M x y z := Real.sqrt_nonneg _
+    have ha : 0 ≤ q * |z| / l := by positivity
+    have h2 : halfSplitting q l M x y z ^ 2 = (q * |z| / l) ^ 2 := by
+      linear_combination hs
+    exact (sq_eq_sq₀ h0 ha).mp h2
   rw [h] at he
   linear_combination he
```
